# Message passing with distance-based weights on relative positions is equivariant under rotations, reflections and translations

An isolated molecule has the same energy however it is turned or placed in the laboratory, and the forces on its atoms turn with it. A network that takes in atomic coordinates and returns new coordinates and atomic features should behave likewise. For networks of the form below it does, at any depth and for any choice of the layer functions.

## Weights and messages see geometry only through distances

Atom $i$ has position $x_i$ and feature $h_i$, and $N(i)$ is its finite neighbour list. With $r_{ij}=\|x_i-x_j\|$, one layer computes

$$x_i'=x_i+\sum_{j\in N(i)}\varphi(h_i,h_j,r_{ij}^2)\,(x_i-x_j),\qquad h_i'=\psi\Big(h_i,\sum_{j\in N(i)}m(h_i,h_j,r_{ij}^2)\Big).$$

In Lean, $\varphi$, $m$ and $\psi$ are `phi`, `msg` and `psi`, and $N(i)$ is `nbr i`. Besides the features, $\varphi$ and $m$ receive one real number, and `Layer.step` below always supplies the squared distance for it. If $\varphi$ could read the $x$-component of $x_i-x_j$, a rotation could change the weights.

```lean
import Mathlib

open Finset

namespace EquivariantMessagePassing

noncomputable section

/-- The functions of one layer: `phi` weights the displacements, `msg` forms the messages,
and `psi` updates a feature from its old value and the summed message. -/
structure Layer (H M : Type*) where
  phi : H → H → ℝ → ℝ
  msg : H → H → ℝ → M
  psi : H → M → H

/-- Positions in the space `V` and features in `H` for the nodes labelled by `ι`. -/
@[ext]
structure State (ι V H : Type*) where
  pos : ι → V
  feat : ι → H
```

Features are scalar in the sense that `State.map` moves the positions and leaves the features alone.

```lean
/-- Apply one map of space to all positions and keep the features. -/
def State.map {ι V H : Type*} (g : V → V) (s : State ι V H) : State ι V H where
  pos i := g (s.pos i)
  feat := s.feat
```

The space `V` is any real inner product space; $\mathbb R^d$ is `EuclideanSpace ℝ (Fin d)`.

```lean
variable {ι V H M : Type*} [NormedAddCommGroup V] [InnerProductSpace ℝ V] [AddCommMonoid M]

/-- One layer: `x_i' = x_i + ∑_j phi(h_i, h_j, r_ij²) (x_i - x_j)` and
`h_i' = psi(h_i, ∑_j msg(h_i, h_j, r_ij²))`, with `j` running over the neighbours of `i`. -/
def Layer.step (L : Layer H M) (nbr : ι → Finset ι) (s : State ι V H) : State ι V H where
  pos i := s.pos i + ∑ j ∈ nbr i,
    L.phi (s.feat i) (s.feat j) (‖s.pos i - s.pos j‖ ^ 2) • (s.pos i - s.pos j)
  feat i := L.psi (s.feat i)
    (∑ j ∈ nbr i, L.msg (s.feat i) (s.feat j) (‖s.pos i - s.pos j‖ ^ 2))
```

The network applies layers $0,\dots,T-1$, which may all differ; for $T=0$ it returns its input.

```lean
/-- The network: the first `T` layers of the sequence `L`, applied one after the other. -/
def run (nbr : ι → Finset ι) (L : ℕ → Layer H M) : ℕ → State ι V H → State ι V H
  | 0, s => s
  | T + 1, s => (L T).step nbr (run nbr L T s)
```

The list `nbr` is fixed and the same for the original and the moved molecule. A program that builds the list once, from the input positions and a cutoff radius, meets this condition because rigid motion preserves distances; the theorem itself does not cover the construction of the list.

## One orthogonal map and one translation for all atoms

Let every atom undergo $x\mapsto Qx+t$ with $Q$ orthogonal, reflections included. The translation cancels in differences:

$$(Qx_i+t)-(Qx_j+t)=Q(x_i-x_j).$$

Since $Q$ preserves lengths, $r_{ij}$ is unchanged, and so are the weights $\varphi_{ij}=\varphi(h_i,h_j,r_{ij}^2)$, the messages and $h_i'$. Linearity gives

$$Qx_i+t+\sum_{j\in N(i)}\varphi_{ij}\,Q(x_i-x_j)=Q\Big(x_i+\sum_{j\in N(i)}\varphi_{ij}(x_i-x_j)\Big)+t=Qx_i'+t.$$

It is easy to go wrong here by applying the whole map, $t$ included, to each displacement; displacements transform by $Q$ alone, and $t$ enters once.

In the proof, `hd` is the cancellation, `Q.norm_map` the preservation of lengths, and `map_sum` with `map_smul` the linearity.

```lean
/-- A single layer commutes with every orthogonal map followed by a translation. -/
theorem step_equivariant (L : Layer H M) (nbr : ι → Finset ι) (Q : V ≃ₗᵢ[ℝ] V) (t : V)
    (s : State ι V H) :
    L.step nbr (s.map fun x => Q x + t) = (L.step nbr s).map fun x => Q x + t := by
  -- the translation drops out of every difference
  have hd : ∀ i j, (Q (s.pos i) + t) - (Q (s.pos j) + t) = Q (s.pos i - s.pos j) := by
    intro i j
    rw [map_sub]
    abel
  apply State.ext
  · funext i
    simp only [Layer.step, State.map, hd, Q.norm_map, map_add, map_sum, map_smul]
    abel
  · funext i
    simp only [Layer.step, State.map, hd, Q.norm_map]
```

For $T$ layers, induction applies: if the state after $T$ layers is the moved state, the next layer keeps it so.

```lean
/-- Equivariance of the network: if all input positions undergo `x ↦ Q x + t` with `Q`
orthogonal, the final positions undergo the same map and the final features are unchanged. -/
theorem run_equivariant (nbr : ι → Finset ι) (L : ℕ → Layer H M) (T : ℕ)
    (Q : V ≃ₗᵢ[ℝ] V) (t : V) (s : State ι V H) :
    (∀ i, (run nbr L T (s.map fun x => Q x + t)).pos i = Q ((run nbr L T s).pos i) + t) ∧
    (∀ i, (run nbr L T (s.map fun x => Q x + t)).feat i = (run nbr L T s).feat i) := by
  have h : run nbr L T (s.map fun x => Q x + t)
      = (run nbr L T s).map fun x => Q x + t := by
    induction T with
    | zero => rfl
    | succ T ih =>
      change (L T).step nbr (run nbr L T (s.map fun x => Q x + t))
        = ((L T).step nbr (run nbr L T s)).map fun x => Q x + t
      rw [ih, step_equivariant]
  rw [h]
  exact ⟨fun _ => rfl, fun _ => rfl⟩
```

An energy computed from the final features alone is therefore the same for all orientations, as a potential energy surface without external fields requires; it is also the same for mirror images with equal input features, as it is for a molecule whose electrons and nuclei interact by Coulomb forces alone.

## Isometry is needed for invariant features

Stretching space by a factor of 2 changes distances, and some layer will notice. Take two atoms at $x$ and $y$, $m=r^2$, and let $\psi$ return the summed message. The output feature is $\|x-y\|^2$, so its invariance under a map $g$ forces $\|g(x)-g(y)\|=\|x-y\|$. Conversely, an isometry leaves every argument of $m$ unchanged.

```lean
/-- A map `g` of space leaves the output features of every single layer with real features
and messages unchanged, for all pairs of points, exactly when `g` is an isometry. -/
theorem features_invariant_iff_isometry (g : V → V) :
    (∀ (L : Layer ℝ ℝ) (s : State (Fin 2) V ℝ) (i : Fin 2),
      (L.step (fun _ => univ) (s.map g)).feat i = (L.step (fun _ => univ) s).feat i)
    ↔ Isometry g := by
  constructor
  · intro h
    apply Isometry.of_dist_eq
    intro x y
    -- a layer whose output feature is the squared distance of the two points
    have hsq : ‖g x - g y‖ ^ 2 = ‖x - y‖ ^ 2 := by
      simpa [Layer.step, State.map, Fin.sum_univ_two] using
        h ⟨fun _ _ _ => 0, fun _ _ r => r, fun _ m => m⟩ ⟨![x, y], fun _ => 0⟩ 0
    rw [dist_eq_norm, dist_eq_norm]
    exact (sq_eq_sq₀ (norm_nonneg _) (norm_nonneg _)).mp hsq
  · intro hg L s i
    have hn : ∀ x y, ‖g x - g y‖ = ‖x - y‖ := by
      intro x y
      rw [← dist_eq_norm, ← dist_eq_norm, hg.dist_eq]
    simp only [Layer.step, State.map, hn]
```

The left side quantifies over all layers. One particular layer, such as one with constant $\psi$, may tolerate far more.

## Reciprocal pair weights keep the centroid fixed

Suppose $j\in N(i)$ exactly when $i\in N(j)$, and $\varphi(a,b,r^2)=\varphi(b,a,r^2)$. The pair displacements $f_{ij}=\varphi_{ij}(x_i-x_j)$ then obey $f_{ij}=-f_{ji}$, like forces under Newton's third law. Their total $D=\sum_i\sum_{j\in N(i)}f_{ij}$ satisfies $D=-D$ after exchanging the indices, so $D=0$ and $\sum_i x_i'=\sum_i x_i$.

Here `hf` is the antisymmetry and `Finset.sum_comm'` exchanges the sums, using `hnbr`. Both conditions matter already for a system of just two atoms at different positions: the sum shifts if only one atom lists the other, with nonzero weight, and also if each lists the other but $\varphi_{12}\neq\varphi_{21}$.

```lean
/-- If the neighbour relation is symmetric and `phi` is symmetric in the two features,
a layer conserves the sum of the positions. -/
theorem step_sum_pos [Fintype ι] (L : Layer H M) (nbr : ι → Finset ι)
    (hnbr : ∀ i j, j ∈ nbr i ↔ i ∈ nbr j) (hphi : ∀ a b r, L.phi a b r = L.phi b a r)
    (s : State ι V H) : ∑ i, (L.step nbr s).pos i = ∑ i, s.pos i := by
  let f : ι → ι → V := fun i j =>
    L.phi (s.feat i) (s.feat j) (‖s.pos i - s.pos j‖ ^ 2) • (s.pos i - s.pos j)
  -- the two displacements of a pair are opposite
  have hf : ∀ i j, f i j = -f j i := by
    intro i j
    dsimp only [f]
    rw [hphi (s.feat j) (s.feat i), norm_sub_rev (s.pos j) (s.pos i), ← smul_neg, neg_sub]
  have hS : ∑ i, ∑ j ∈ nbr i, f i j = -∑ i, ∑ j ∈ nbr i, f i j := by
    calc ∑ i, ∑ j ∈ nbr i, f i j = ∑ j, ∑ i ∈ nbr j, f i j :=
          Finset.sum_comm' (by intro i j; simpa using hnbr i j)
      _ = ∑ j, ∑ i ∈ nbr j, -f j i :=
          Finset.sum_congr rfl fun j _ => Finset.sum_congr rfl fun i _ => hf i j
      _ = -∑ i, ∑ j ∈ nbr i, f i j := by simp only [Finset.sum_neg_distrib]
  have h2 : (2 : ℝ) • ∑ i, ∑ j ∈ nbr i, f i j = 0 := by
    rw [two_smul]
    exact add_eq_zero_iff_eq_neg.mpr hS
  have h0 := (smul_eq_zero.mp h2).resolve_left two_ne_zero
  change ∑ i, (s.pos i + ∑ j ∈ nbr i, f i j) = ∑ i, s.pos i
  rw [Finset.sum_add_distrib, h0, add_zero]
```

Induction carries this through the network.

```lean
/-- If the neighbour relation is symmetric and every layer has a `phi` symmetric in the two
features, the whole network conserves the sum of the positions. -/
theorem run_sum_pos [Fintype ι] (nbr : ι → Finset ι) (L : ℕ → Layer H M)
    (hnbr : ∀ i j, j ∈ nbr i ↔ i ∈ nbr j)
    (hphi : ∀ k a b r, (L k).phi a b r = (L k).phi b a r) (T : ℕ) (s : State ι V H) :
    ∑ i, (run nbr L T s).pos i = ∑ i, s.pos i := by
  induction T with
  | zero => rfl
  | succ T ih => exact (step_sum_pos (L T) nbr hnbr (hphi T) _).trans ih
```

## A planar molecule stays in its plane

Let all initial differences lie in a subspace $W$, and write $x_i^{(T)}$ for the position after $T$ layers. Assume $x_i^{(T)}-x_k^{(0)}\in W$ for all $i$. Subtracting two such vectors gives $x_i^{(T)}-x_j^{(T)}\in W$, which is `hd` below. Hence

$$x_i^{(T+1)}-x_k^{(0)}=\big(x_i^{(T)}-x_k^{(0)}\big)+\sum_{j\in N(i)}\varphi_{ij}^{(T)}\big(x_i^{(T)}-x_j^{(T)}\big)\in W,$$

where $\varphi_{ij}^{(T)}$ is the weight in layer $T$. At $T=0$ the conclusion is the hypothesis `hW` itself, so nothing weaker would do for all $T$.

```lean
/-- If all differences of initial positions lie in a subspace `W`, every final position
differs from every initial one by a vector of `W`. -/
theorem run_stays_in_plane (nbr : ι → Finset ι) (L : ℕ → Layer H M) (W : Submodule ℝ V)
    (s : State ι V H) (hW : ∀ i j, s.pos i - s.pos j ∈ W) (T : ℕ) (i k : ι) :
    (run nbr L T s).pos i - s.pos k ∈ W := by
  induction T generalizing i with
  | zero => exact hW i k
  | succ T ih =>
    -- current differences lie in `W`, hence so does each displacement
    have hd : ∀ j, (run nbr L T s).pos i - (run nbr L T s).pos j ∈ W := by
      intro j
      have h := W.sub_mem (ih i) (ih j)
      rwa [sub_sub_sub_cancel_right] at h
    simp only [run, Layer.step]
    rw [add_sub_right_comm]
    exact W.add_mem (ih i) (W.sum_mem fun j _ => W.smul_mem _ (hd j))

end

end EquivariantMessagePassing
```

```lean
#print axioms EquivariantMessagePassing.run_equivariant
-- 'EquivariantMessagePassing.run_equivariant' depends on axioms: [propext, Classical.choice, Quot.sound]
#print axioms EquivariantMessagePassing.features_invariant_iff_isometry
-- 'EquivariantMessagePassing.features_invariant_iff_isometry' depends on axioms: [propext, Classical.choice, Quot.sound]
#print axioms EquivariantMessagePassing.run_sum_pos
-- 'EquivariantMessagePassing.run_sum_pos' depends on axioms: [propext, Classical.choice, Quot.sound]
#print axioms EquivariantMessagePassing.run_stays_in_plane
-- 'EquivariantMessagePassing.run_stays_in_plane' depends on axioms: [propext, Classical.choice, Quot.sound]
```
